# If the mode matrix is positive definite and the effective strength with all modes is nonnegative, dropping evanescent modes never raises point-impurity transmission

An electron travels along a wire with one open channel and meets a point impurity, which also excites evanescent modes that decay on both sides of it. If a calculation leaves some of these modes out, does it predict too much transmission or too little?

```lean
import Mathlib

open Matrix

namespace EvanescentTruncation

noncomputable section

variable {n : Type*} [Fintype n] [DecidableEq n]

/-- The block of the evanescent-mode matrix `A` on the retained modes `S`. -/
def block (A : Matrix n n ℝ) (S : Finset n) : Matrix S S ℝ :=
  A.submatrix Subtype.val Subtype.val

/-- The response `A_S⁻¹ w_S` of the retained modes to the coupling `w`,
for an invertible block `A_S`. -/
def response (A : Matrix n n ℝ) (w : n → ℝ) (S : Finset n) : S → ℝ :=
  (block A S)⁻¹ *ᵥ fun i : S => w i

/-- The effective impurity strength `F(S) = v - w_Sᵀ A_S⁻¹ w_S` seen by the open channel,
for an invertible block `A_S`. -/
def effectiveStrength (A : Matrix n n ℝ) (w : n → ℝ) (v : ℝ) (S : Finset n) : ℝ :=
  v - (fun i : S => w i) ⬝ᵥ response A w S

/-- Amplitudes on the retained modes, extended by zero to all modes. -/
def zeroExtend (S : Finset n) (y : S → ℝ) : n → ℝ :=
  fun i => if h : i ∈ S then y ⟨i, h⟩ else 0

/-- The response of the retained modes, as a vector on all modes. -/
def profile (A : Matrix n n ℝ) (w : n → ℝ) (S : Finset n) : n → ℝ :=
  zeroExtend S (response A w S)

/-- The transmission `4k² / (4k² + F²)` of a point impurity of strength `F` at wave number `k`,
where `k` and `F` are not both zero. -/
def transmission (k F : ℝ) : ℝ := 4 * k ^ 2 / (4 * k ^ 2 + F ^ 2)

/-- Matching conditions at the impurity for a wave of unit amplitude in the open channel, with
reflected amplitude `r`, transmitted amplitude `t` and evanescent amplitudes `c` on `S`. -/
structure IsScatteringState (A : Matrix n n ℝ) (w : n → ℝ) (v k : ℝ) (S : Finset n)
    (r t : ℂ) (c : S → ℂ) : Prop where
  /-- The open-channel wave is continuous. -/
  continuity : 1 + r = t
  /-- Its derivative jumps by the impurity potential acting on all retained amplitudes. -/
  jump : Complex.I * k * t - Complex.I * k * (1 - r) = v * t + ∑ i : S, (w i : ℂ) * c i
  /-- The evanescent amplitudes are driven by the open channel. -/
  evanescent : ∀ i : S, ∑ j : S, (A i j : ℂ) * c j + w i * t = 0

/-- Pairing with a vector extended by zero only involves the retained modes. -/
theorem dot_zeroExtend (a : n → ℝ) (S : Finset n) (y : S → ℝ) :
    a ⬝ᵥ zeroExtend S y = ∑ i : S, a i * y i := by
  have h : ∑ i ∈ S, a i * zeroExtend S y i = ∑ i, a i * zeroExtend S y i :=
    Finset.sum_subset (Finset.subset_univ S) (fun i _ hi => by simp [zeroExtend, hi])
  rw [dotProduct, ← h, ← Finset.sum_coe_sort S]
  exact Finset.sum_congr rfl (fun i _ => by simp [zeroExtend])

/-- Every block of a positive definite mode matrix is invertible. -/
theorem block_isUnit_det {A : Matrix n n ℝ} (hA : A.PosDef) (S : Finset n) :
    IsUnit (block A S).det := by
  rw [isUnit_iff_ne_zero]
  intro h0
  -- a null vector of the block would have zero energy in the full matrix
  obtain ⟨y, hy, hy0⟩ := Matrix.exists_mulVec_eq_zero_iff.mpr h0
  have hne : zeroExtend S y ≠ 0 := fun h => hy (by
    ext i
    simpa [zeroExtend] using congrFun h i)
  have hpos := hA.dotProduct_mulVec_pos hne
  rw [star_trivial, dotProduct_comm, dot_zeroExtend] at hpos
  refine hpos.ne' (Finset.sum_eq_zero fun i _ => ?_)
  have e : (A *ᵥ zeroExtend S y) i = 0 :=
    (dot_zeroExtend (A i) S y).trans (congrFun hy0 i)
  rw [e, zero_mul]

/-- For positive definite `A` the response solves the mode equations `A_S x = w_S`. -/
theorem response_solves {A : Matrix n n ℝ} (hA : A.PosDef) (w : n → ℝ) (S : Finset n)
    (i : S) : ∑ j : S, A i j * response A w S j = w i := by
  have h : block A S *ᵥ response A w S = fun i : S => w i := by
    rw [response, Matrix.mulVec_mulVec, Matrix.mul_nonsing_inv _ (block_isUnit_det hA S),
      Matrix.one_mulVec]
  exact congrFun h i

/-- For positive definite `A`, enlarging the mode set from `S` to `T` lowers the effective
strength by the quadratic form of `A` on the change of the response. -/
theorem strength_sub {A : Matrix n n ℝ} (hA : A.PosDef) (w : n → ℝ) (v : ℝ)
    {S T : Finset n} (h : S ⊆ T) :
    effectiveStrength A w v S - effectiveStrength A w v T =
      (profile A w T - profile A w S) ⬝ᵥ A *ᵥ (profile A w T - profile A w S) := by
  -- on the smaller set, the larger response still solves the mode equations
  have key : ∀ P Q : Finset n, P ⊆ Q →
      profile A w P ⬝ᵥ A *ᵥ profile A w Q = ∑ i : P, w i * response A w P i := by
    intro P Q hPQ
    unfold profile
    rw [dotProduct_comm, dot_zeroExtend]
    refine Finset.sum_congr rfl fun i _ => ?_
    have e : (A *ᵥ zeroExtend Q (response A w Q)) i = w i :=
      (dot_zeroExtend (A i) Q _).trans (response_solves hA w Q ⟨i, hPQ i.2⟩)
    rw [e]
  have hT : Aᵀ = A := by
    ext i j
    simpa using hA.isHermitian.apply i j
  have hs : profile A w T ⬝ᵥ A *ᵥ profile A w S = profile A w S ⬝ᵥ A *ᵥ profile A w T := by
    rw [Matrix.dotProduct_mulVec, ← Matrix.mulVec_transpose, hT, dotProduct_comm]
  have hF : ∀ P, effectiveStrength A w v P = v - ∑ i : P, w i * response A w P i :=
    fun _ => rfl
  rw [Matrix.mulVec_sub, dotProduct_sub, sub_dotProduct, sub_dotProduct, hs,
    key T T subset_rfl, key S T h, key S S subset_rfl, hF, hF]
  ring

/-- For positive definite `A` the effective strength never increases when modes are added. -/
theorem strength_antitone {A : Matrix n n ℝ} (hA : A.PosDef) (w : n → ℝ) (v : ℝ) :
    Antitone (effectiveStrength A w v) := by
  intro S T h
  have h1 := strength_sub hA w v h
  have h2 := hA.posSemidef.dotProduct_mulVec_nonneg (profile A w T - profile A w S)
  rw [star_trivial] at h2
  linarith

/-- For positive definite `A`, added modes leave the effective strength unchanged exactly when
they leave the response unchanged. -/
theorem strength_eq_iff {A : Matrix n n ℝ} (hA : A.PosDef) (w : n → ℝ) (v : ℝ)
    {S T : Finset n} (h : S ⊆ T) :
    effectiveStrength A w v S = effectiveStrength A w v T ↔ profile A w T = profile A w S := by
  have h1 := strength_sub hA w v h
  constructor
  · intro he
    by_contra hne
    have h2 := hA.dotProduct_mulVec_pos (sub_ne_zero.mpr hne)
    rw [star_trivial] at h2
    linarith
  · intro he
    rw [he, sub_self, zero_dotProduct] at h1
    linarith

/-- For positive definite `A` and `k > 0`, eliminating the evanescent amplitudes from the matching
conditions gives the point-impurity transmission with strength `F(S)`. -/
theorem norm_sq_transmitted {A : Matrix n n ℝ} (hA : A.PosDef) {w : n → ℝ} {v k : ℝ}
    (hk : 0 < k) {S : Finset n} {r t : ℂ} {c : S → ℂ}
    (h : IsScatteringState A w v k S r t c) :
    ‖t‖ ^ 2 = transmission k (effectiveStrength A w v S) := by
  obtain ⟨x, hx, hF⟩ : ∃ x : S → ℝ, (∀ i : S, ∑ j : S, A i j * x j = w i) ∧
      effectiveStrength A w v S = v - ∑ i : S, w i * x i :=
    ⟨response A w S, response_solves hA w S, rfl⟩
  have hsym : ∀ i j, A i j = A j i := fun i j => by
    simpa using (hA.isHermitian.apply i j).symm
  -- back-action of the evanescent modes on the open channel
  have hs : ∑ i : S, (w i : ℂ) * c i = -t * ((∑ i : S, w i * x i : ℝ) : ℂ) := by
    calc ∑ i : S, (w i : ℂ) * c i
        = ∑ i : S, ∑ j : S, (A i j : ℂ) * x j * c i := by
          refine Finset.sum_congr rfl fun i _ => ?_
          rw [← hx i]
          push_cast
          rw [Finset.sum_mul]
      _ = ∑ j : S, (x j : ℂ) * ∑ i : S, (A j i : ℂ) * c i := by
          rw [Finset.sum_comm]
          refine Finset.sum_congr rfl fun j _ => ?_
          rw [Finset.mul_sum]
          refine Finset.sum_congr rfl fun i _ => ?_
          rw [hsym i j]
          ring
      _ = -t * ((∑ i : S, w i * x i : ℝ) : ℂ) := by
          push_cast
          rw [Finset.mul_sum]
          refine Finset.sum_congr rfl fun j _ => ?_
          linear_combination (x j : ℂ) * h.evanescent j
  have hFc := congrArg Complex.ofReal hF
  rw [Complex.ofReal_sub] at hFc
  generalize effectiveStrength A w v S = F at hFc ⊢
  have ht : (2 * Complex.I * k - F) * t = 2 * Complex.I * k := by
    linear_combination h.jump - Complex.I * k * h.continuity + hs - t * hFc
  have hn := congrArg Complex.normSq ht
  have e1 : Complex.normSq (2 * Complex.I * k - F) = 4 * k ^ 2 + F ^ 2 := by
    simp [Complex.normSq_apply]
    ring
  have e2 : Complex.normSq (2 * Complex.I * k) = 4 * k ^ 2 := by
    simp [Complex.normSq_apply]
    ring
  rw [Complex.normSq_mul, e1, e2] at hn
  have hd : 4 * k ^ 2 + F ^ 2 ≠ 0 := by positivity
  rw [Complex.sq_norm, transmission, eq_div_iff hd]
  linarith

/-- For positive definite `A` and `k > 0` the matching conditions have a solution. -/
theorem exists_scatteringState {A : Matrix n n ℝ} (hA : A.PosDef) (w : n → ℝ) (v : ℝ) {k : ℝ}
    (hk : 0 < k) (S : Finset n) : ∃ r t c, IsScatteringState A w v k S r t c := by
  obtain ⟨x, hx, hF⟩ : ∃ x : S → ℝ, (∀ i : S, ∑ j : S, A i j * x j = w i) ∧
      effectiveStrength A w v S = v - ∑ i : S, w i * x i :=
    ⟨response A w S, response_solves hA w S, rfl⟩
  have hFc := congrArg Complex.ofReal hF
  rw [Complex.ofReal_sub] at hFc
  generalize effectiveStrength A w v S = F at hFc
  have hz : 2 * Complex.I * k - F ≠ 0 := fun h0 => by
    have := congrArg Complex.im h0
    simp at this
    exact hk.ne' this
  obtain ⟨t, ht⟩ : ∃ t : ℂ, (2 * Complex.I * k - F) * t = 2 * Complex.I * k :=
    ⟨(2 * Complex.I * k - F)⁻¹ * (2 * Complex.I * k), by rw [← mul_assoc, mul_inv_cancel₀ hz, one_mul]⟩
  refine ⟨t - 1, t, fun i => -t * x i, by ring, ?_, fun i => ?_⟩
  · have hs : ∑ i : S, (w i : ℂ) * (-t * x i) = -t * ((∑ i : S, w i * x i : ℝ) : ℂ) := by
      push_cast
      rw [Finset.mul_sum]
      exact Finset.sum_congr rfl fun i _ => by ring
    rw [hs]
    linear_combination ht + t * hFc
  · rw [← hx i]
    push_cast
    rw [Finset.sum_mul, ← Finset.sum_add_distrib]
    exact Finset.sum_eq_zero fun j _ => by ring

/-- For positive definite `A` and `k > 0`, if the strength `F(T)` is nonnegative, keeping only
`S ⊆ T` gives at most the transmission found with `T`. -/
theorem transmission_mono {A : Matrix n n ℝ} (hA : A.PosDef) (w : n → ℝ) (v : ℝ) {k : ℝ}
    (hk : 0 < k) {S T : Finset n} (h : S ⊆ T) (hT : 0 ≤ effectiveStrength A w v T) :
    transmission k (effectiveStrength A w v S) ≤
      transmission k (effectiveStrength A w v T) := by
  have hF : effectiveStrength A w v T ≤ effectiveStrength A w v S := strength_antitone hA w v h
  unfold transmission
  exact div_le_div_of_nonneg_left (by positivity) (by positivity) (by nlinarith)

/-- With one evanescent mode, `A = 1`, `w = 2`, `v = 1` and `k = 1`, the effective strength with the
mode included is negative, and the transmission is lower than without the mode. -/
theorem transmission_drops_of_negative_strength :
    effectiveStrength (1 : Matrix (Fin 1) (Fin 1) ℝ) (fun _ => 2) 1 Finset.univ < 0 ∧
    transmission 1 (effectiveStrength (1 : Matrix (Fin 1) (Fin 1) ℝ) (fun _ => 2) 1 Finset.univ) <
      transmission 1 (effectiveStrength (1 : Matrix (Fin 1) (Fin 1) ℝ) (fun _ => 2) 1 ∅) := by
  have hb : block (1 : Matrix (Fin 1) (Fin 1) ℝ) Finset.univ = 1 :=
    Matrix.submatrix_one _ Subtype.val_injective
  have hu : effectiveStrength (1 : Matrix (Fin 1) (Fin 1) ℝ) (fun _ => 2) 1 Finset.univ = -3 := by
    norm_num [effectiveStrength, response, hb, dotProduct]
  have he : effectiveStrength (1 : Matrix (Fin 1) (Fin 1) ℝ) (fun _ => 2) 1 ∅ = 1 := by
    simp [effectiveStrength, dotProduct]
  rw [hu, he]
  norm_num [transmission]

end

end EvanescentTruncation
```

```lean
#print axioms EvanescentTruncation.norm_sq_transmitted
#print axioms EvanescentTruncation.exists_scatteringState
#print axioms EvanescentTruncation.transmission_mono
#print axioms EvanescentTruncation.transmission_drops_of_negative_strength
```

```
'EvanescentTruncation.norm_sq_transmitted' depends on axioms: [propext, Classical.choice, Quot.sound]
'EvanescentTruncation.exists_scatteringState' depends on axioms: [propext, Classical.choice, Quot.sound]
'EvanescentTruncation.transmission_mono' depends on axioms: [propext, Classical.choice, Quot.sound]
'EvanescentTruncation.transmission_drops_of_negative_strength' depends on axioms: [propext, Classical.choice, Quot.sound]
```

## The direction of the truncation error

Number the available evanescent modes by a finite set n. The real matrix A acts on their amplitudes, the real vector w couples them to the open channel, and the real number v is the impurity strength within the open channel. For a set S of retained modes, let A_S and w_S be the parts of A and w that belong to S, and define

F(S) = v − w_Sᵀ A_S⁻¹ w_S.

With no evanescent modes, F(∅) = v. At wave number k and effective strength F the transmission is

4k² / (4k² + F²).

In Lean these are `effectiveStrength A w v S` and `transmission k F`. The retained set is a `Finset n`, and the vector A_S⁻¹ w_S is `response A w S`, a function on S alone. The hypothesis `A.PosDef` contains the symmetry of A as well as its positivity.

`strength_antitone` says that S ⊆ T implies F(T) ≤ F(S), for either sign of v. `strength_eq_iff` adds that the two strengths agree exactly when the responses agree after being filled up with zeros. `transmission_mono` says that if also k > 0 and F(T) ≥ 0, the transmission found with S is at most the one found with T. A sign condition on F(T) alone is enough, because F(S) is at least as large.

## Matching at the impurity

The transmission formula is derived from the conditions in `IsScatteringState`. A wave of unit amplitude arrives, r is reflected, t is transmitted, and c_i is the amplitude of evanescent mode i at the impurity:

1 + r = t

ik t − ik(1 − r) = v t + Σ_{i∈S} w_i c_i

Σ_{j∈S} A_ij c_j + w_i t = 0 for each i in S.

The first line is continuity and the second is the jump of the derivative, in units with ħ²/2m = 1. The third is the same jump condition for a closed mode. The impurity acts only at the position x = 0 along the wire, but its strength may vary over the cross-section. If mode i decays as exp(−κ_i|x|) and the impurity couples the closed modes by a matrix V, then A_ij = 2κ_i δ_ij + V_ij. Positive definiteness then means that the impurity's attraction is too weak to bind a state in the closed modes, taken without the open channel, at or below the energy considered. The file takes A as given and assumes this property.

In mode-matching calculations with A positive definite and F(T) ≥ 0, the result says that keeping only S ⊆ T never overestimates the transmission found with T. This holds for a non-interacting electron with one open channel, a point impurity and finitely many evanescent modes. The energy, and with it k and A, stays fixed while modes are added. The theorems do not bound the size of the error or treat an infinite set of modes, several open channels, or the complex couplings that a magnetic field can produce.

## Eliminating the evanescent amplitudes

First, A_S is invertible. If A_S y = 0, extend y by zeros to a vector ŷ on all modes. Then ŷᵀAŷ = yᵀA_S y = 0, so positivity gives y = 0. This is `block_isUnit_det`. Hence there is a response x_S with A_S x_S = w_S, as `response_solves` states. Write

g(S) = Σ_{i∈S} w_i x_S(i), so that F(S) = v − g(S).

Replace w_i by Σ_j A_ij x_S(j), use the symmetry of A, and then use the evanescent equations:

Σ_i w_i c_i = Σ_j x_S(j) Σ_i A_ji c_i = −t g(S).

All sums run over S. Continuity gives 1 − r = 2 − t, so the jump condition becomes

2ik(t − 1) = v t − g(S) t = F(S) t,

(2ik − F(S)) t = 2ik.

Taking squared moduli gives |t|² = 4k² / (4k² + F(S)²). This is `norm_sq_transmitted`: its `calc` block exchanges the sums, and `linear_combination` assembles the equation for t.

A solution does exist. Since k > 0, the factor 2ik − F(S) is nonzero and determines t; then r = t − 1 and c_i = −t x_S(i) satisfy all three conditions. `exists_scatteringState` makes this choice.

## Why added modes lower the strength

Let x̂_S be x_S extended by zeros, called `profile A w S` in the file. Take P ⊆ Q. For i in P, row i of A x̂_Q equals w_i, because i also lies in Q. Therefore

x̂_Pᵀ A x̂_Q = Σ_{i∈P} x_P(i) w_i = g(P).

Now let S ⊆ T and d = x̂_T − x̂_S. By the symmetry of A,

dᵀAd = x̂_TᵀA x̂_T − 2 x̂_SᵀA x̂_T + x̂_SᵀA x̂_S
= g(T) − 2g(S) + g(S)
= F(S) − F(T).

This identity is `strength_sub`. Its local statement `key` is the formula for P ⊆ Q, used for the pairs (T, T), (S, T) and (S, S), while `hs` supplies the symmetry of the cross term. Since A is positive definite, dᵀAd is nonnegative and vanishes only for d = 0. The first property gives `strength_antitone`, the second `strength_eq_iff`.

If F(T) ≥ 0, then 0 ≤ F(T) ≤ F(S), and so F(T)² ≤ F(S)². The denominator 4k² + F², which is positive because k > 0, is therefore no larger for T than for S, and the transmission is no smaller. In `transmission_mono`, `nlinarith` compares the denominators and `div_le_div_of_nonneg_left` compares the fractions.

## Comparing vectors that live on different mode sets

The subtraction x_T − x_S looks harmless, but in Lean the two responses have types `T → ℝ` and `S → ℝ` and cannot be subtracted. `zeroExtend` moves both to `n → ℝ` by a dependent conditional:

`if h : i ∈ S then y ⟨i, h⟩ else 0`

The name `h` matters. An element of S, regarded as a type, is a mode together with a proof that it belongs to S, and the first branch uses `h` as that proof.

The companion lemma `dot_zeroExtend` turns a dot product over all modes back into a sum over S. It also handles matrix rows, since entry i of `A *ᵥ z` is by definition the dot product of the row `A i` with `z`. The same lemma thus serves both the invertibility of the blocks and the quadratic identity.

## A strength that overshoots zero

Take one evanescent mode with A = 1, w = 2, v = 1 and k = 1. Without the mode, F = 1 and the transmission is 4/5. With it, F = 1 − 4 = −3 and the transmission is 4/13. The strength has fallen, as it must, but its magnitude has grown, and truncation now overestimates the transmission. `transmission_drops_of_negative_strength` records this example, which shows that F(S) ≥ 0 for the smaller set is not enough. Since A = 2κ + V with κ > 0, here V < 1 and so vV < w². A local impurity potential gives such numbers only if it is repulsive on one part of the cross-section and attractive on another. A potential that is nowhere attractive always has A positive definite and F(T) ≥ 0. The comparison of transmissions depends only on magnitudes, so a slightly negative F(T) with |F(T)| ≤ F(S) would still do no harm.
